# An integral formula solving the kernel equation η w′ = c w − g for c > 0 and a bounded continuous source

The theorem `kernel_solves` concerns the first-order linear equation η w′ = c w − g on the half-line η > 0, where c is a positive constant and the real source g is continuous and bounded there. It states that w(η) = η^c ∫_η^∞ g(s) s^(−c−1) ds is differentiable at every η > 0 and satisfies the equation. No electron density or energy functional enters the statement, and it does not claim that the solution is unique. To differentiate the integral, the proof writes it near η as the fixed integral from η/2 to infinity minus the integral from η/2 to the moving endpoint, and applies the fundamental theorem of calculus. The product rule and some algebra with powers then give the equation.

The failing Lean file:

```lean
import Mathlib

open MeasureTheory Set Filter Topology

namespace HuangCarterKernel

noncomputable section

/-- The first-order kernel equation `η w' = c w - g` on the half-line `η > 0`. -/
def SolvesKernelEquation (c : ℝ) (g w : ℝ → ℝ) : Prop :=
  ∀ η, 0 < η → ∃ w', HasDerivAt w w' η ∧ η * w' = c * w η - g η

/-- The kernel `η^c ∫_{s > η} g(s) s^(-c-1) ds`, meant for `η > 0`. -/
def kernel (c : ℝ) (g : ℝ → ℝ) (η : ℝ) : ℝ :=
  η ^ c * ∫ s in Ioi η, g s * s ^ (-c - 1)

/-- For `c > 0` and a continuous bounded source `g`, the integrand of the kernel is integrable on
every tail `s > η` with `η > 0`. -/
theorem integrableOn_tail {c M η : ℝ} {g : ℝ → ℝ} (hc : 0 < c)
    (hg : ContinuousOn g (Ioi 0)) (hM : ∀ s, 0 < s → |g s| ≤ M) (hη : 0 < η) :
    IntegrableOn (fun s => g s * s ^ (-c - 1)) (Ioi η) := by
  have hpow : IntegrableOn (fun s : ℝ => s ^ (-c - 1)) (Ioi η) :=
    integrableOn_Ioi_rpow_of_lt (by linarith) hη
  refine Integrable.mono' (Integrable.const_mul hpow M)
    (((hg.mono (Ioi_subset_Ioi hη.le)).aestronglyMeasurable measurableSet_Ioi).mul hpow.1) ?_
  filter_upwards [ae_restrict_mem measurableSet_Ioi] with s hs
  have hs0 : 0 < s := hη.trans hs
  rw [Real.norm_eq_abs, abs_mul, abs_of_pos (Real.rpow_pos_of_pos hs0 _)]
  exact mul_le_mul_of_nonneg_right (hM s hs0) (Real.rpow_nonneg hs0.le _)

/-- For `c > 0` and a continuous bounded source, the kernel solves the kernel equation. -/
theorem kernel_solves {c M : ℝ} {g : ℝ → ℝ} (hc : 0 < c)
    (hg : ContinuousOn g (Ioi 0)) (hM : ∀ s, 0 < s → |g s| ≤ M) :
    SolvesKernelEquation c g (kernel c g) := by
  intro η hη
  have ha : 0 < η / 2 := by positivity
  have hlt : η / 2 < η := by linarith
  have hcont : ContinuousOn (fun s => g s * s ^ (-c - 1)) (Ioi 0) :=
    hg.mul fun s hs => (Real.continuousAt_rpow_const s _
      (Or.inl (show 0 < s from hs).ne')).continuousWithinAt
  have hI := integrableOn_tail hc hg hM ha
  -- the fundamental theorem of calculus from the fixed point η / 2
  have hF := intervalIntegral.integral_hasDerivAt_right
    ((intervalIntegrable_iff_integrableOn_Ioc_of_le hlt.le).2
      (hI.mono_set Ioc_subset_Ioi_self))
    (hcont.stronglyMeasurableAtFilter isOpen_Ioi η hη)
    (hcont.continuousAt (Ioi_mem_nhds hη))
  have hT : HasDerivAt (fun x => ∫ s in Ioi x, g s * s ^ (-c - 1))
      (-(g η * η ^ (-c - 1))) η := by
    refine (hF.const_sub (∫ s in Ioi (η / 2), g s * s ^ (-c - 1))).congr_of_eventuallyEq ?_
    filter_upwards [Ioi_mem_nhds hlt] with x hx
    have hx' : η / 2 < x := hx
    rw [intervalIntegral.integral_of_le hx'.le, ← Ioc_union_Ioi_eq_Ioi hx'.le,
      setIntegral_union (Set.disjoint_left.2 fun y hy hy' => not_lt_of_ge hy.2 hy')
        measurableSet_Ioi (hI.mono_set Ioc_subset_Ioi_self)
        (hI.mono_set (Ioi_subset_Ioi hx'.le))]
    ring
  refine ⟨_, (Real.hasDerivAt_rpow_const (p := c) (Or.inl hη.ne')).fun_mul hT, ?_⟩
  have h1 : η * η ^ (c - 1) = η ^ c := by
    rw [Real.rpow_sub_one hη.ne']
    field_simp
  have h2 : η * (η ^ c * η ^ (-c - 1)) = 1 := by
    rw [← Real.rpow_add hη, show c + (-c - 1) = -1 by ring, Real.rpow_neg_one]
    exact mul_inv_cancel₀ hη.ne'
  unfold kernel
  linear_combination c * (∫ s in Ioi η, g s * s ^ (-c - 1)) * h1 - g η * h2

end

end HuangCarterKernel
```

Lean reports:

```
Main.lean:54:6: error: Tactic `rewrite` failed: Did not find an occurrence of the pattern
  ∫ (x : ℝ) in Ioc (η / 2) x ∪ fun y => instDistribLatticeOfLinearOrder.toSemilatticeInf.toLT.1 x y, g x * x ^ (-c - 1)
in the target expression
  ∫ (s : ℝ) in Ioi x, g s * s ^ (-c - 1) =
    (∫ (s : ℝ) in Ioc (η / 2) x ∪ Ioi x, g s * s ^ (-c - 1)) - ∫ (x : ℝ) in Ioc (η / 2) x, g x * x ^ (-c - 1) ∂volume

c M : ℝ
g : ℝ → ℝ
hc : 0 < c
hg : ContinuousOn g (Ioi 0)
hM : ∀ (s : ℝ), 0 < s → |g s| ≤ M
η : ℝ
hη : 0 < η
ha : 0 < η / 2
hlt : η / 2 < η
hcont : ContinuousOn (fun s => g s * s ^ (-c - 1)) (Ioi 0)
hI : IntegrableOn (fun s => g s * s ^ (-c - 1)) (Ioi (η / 2)) volume
hF : HasDerivAt (fun u => ∫ (x : ℝ) in η / 2..u, g x * x ^ (-c - 1)) (g η * η ^ (-c - 1)) η
x : ℝ
hx : x ∈ Ioi (η / 2)
hx' : η / 2 < x
⊢ ∫ (s : ℝ) in Ioi x, g s * s ^ (-c - 1) =
    (∫ (s : ℝ) in Ioc (η / 2) x ∪ Ioi x, g s * s ^ (-c - 1)) - ∫ (x : ℝ) in Ioc (η / 2) x, g x * x ^ (-c - 1) ∂volume
```

What went wrong. The error comes where the proof splits the integral over `Ioc (η / 2) x ∪ Ioi x` into two with `setIntegral_union`. That lemma needs a proof that the two sets are disjoint, and here the proof was written inline, with nothing in it naming the second set. Lean had to infer the set from the use of `hy'` as a proof of `x < y`, and it settled on the bare predicate "y such that x < y", which the message shows as a `fun y => …` after the union sign.

By definition this is the same set as `Ioi x`, but it is written differently. `rw` looks for its pattern without unfolding `Ioi`, so it found no match in a goal that says `Ioi x`.

The repair proves disjointness beforehand as `hdis`, whose stated type names `Ioc (η / 2) x` and `Ioi x`. The argument for disjointness is unchanged, but the pattern now contains `Ioi x` and the rewrite succeeds. Putting `measurableSet_Ioi` on the same line as `hdis` is only tidying.

The mended proof, as a diff:

```diff
@@ -51,7 +51,8 @@
     filter_upwards [Ioi_mem_nhds hlt] with x hx
     have hx' : η / 2 < x := hx
+    have hdis : Disjoint (Ioc (η / 2) x) (Ioi x) :=
+      Set.disjoint_left.2 fun y hy hy' => not_lt_of_ge hy.2 hy'
     rw [intervalIntegral.integral_of_le hx'.le, ← Ioc_union_Ioi_eq_Ioi hx'.le,
-      setIntegral_union (Set.disjoint_left.2 fun y hy hy' => not_lt_of_ge hy.2 hy')
-        measurableSet_Ioi (hI.mono_set Ioc_subset_Ioi_self)
+      setIntegral_union hdis measurableSet_Ioi (hI.mono_set Ioc_subset_Ioi_self)
         (hI.mono_set (Ioi_subset_Ioi hx'.le))]
     ring
```
